# Flux conservation for a wave scattered by a real potential on a lattice chain

An electron travels along a one-dimensional wire and meets an impurity, or a stretch of disorder. Part of its wave is reflected and part goes through. What relation between the two amplitudes holds whatever the potential looks like in between?

Take a tight-binding chain with sites $j\in\mathbb Z$, unit hopping, on-site potential $V_j$ and real energy $E$. The amplitude $u_j$ satisfies

$$-u_{j+1}-u_{j-1}+V_ju_j=Eu_j .$$

```lean
import Mathlib

open ComplexConjugate

namespace LatticeScattering

noncomputable section
```

The potential may be complex at first, since an imaginary part describes gain or loss. `IsStationary` requires the equation at every site.

```lean
/-- The stationary Schrödinger equation on the infinite chain, with unit hopping, on-site
potential `V` (possibly complex) and real energy `E`. -/
def IsStationary (V : ℤ → ℂ) (E : ℝ) (u : ℤ → ℂ) : Prop :=
  ∀ j, -u (j + 1) - u (j - 1) + V j * u j = E * u j
```

`wave θ j` is the plane wave $e^{i\theta j}$ with real wave number $\theta$.

```lean
/-- The lattice plane wave `exp(iθj)`. -/
def wave (θ : ℝ) (j : ℤ) : ℂ := Complex.exp ((θ * j : ℝ) * Complex.I)
```

Write $J_j=\operatorname{Im}(\bar u_ju_{j+1})$ for the current on the bond from $j$ to $j+1$. The Wronskian $\bar u_ju_{j+1}-\bar u_{j+1}u_j$ equals $2iJ_j$. With $\hbar=1$ the usual probability current is $2J_j$, so `current` is half the textbook quantity.

```lean
/-- The current on the bond from site `j` to site `j + 1`, which is the Wronskian of `conj u`
and `u` up to a constant factor. -/
def current (u : ℤ → ℂ) (j : ℤ) : ℝ := (conj (u j) * u (j + 1)).im
```

In a scattering state, a unit wave comes in from the left and is reflected with amplitude $r$; a wave with amplitude $t$ leaves on the right:

$$u_j=e^{i\theta j}+re^{-i\theta j}\ (j\le 0),\qquad u_j=te^{i\varphi j}\ (j\ge N),$$

with $N\ge 0$. The right lead may have its own real wave number $\varphi$, as behind a potential step. This picture of the directions assumes $\sin\theta>0$ and $\sin\varphi>0$.

```lean
/-- A unit wave `exp(iθj)` and its reflection with amplitude `r` on the sites `j ≤ 0`, and a
transmitted wave `t exp(iφj)` on the sites `j ≥ N`. -/
def IsScatteringState (θ φ : ℝ) (N : ℕ) (u : ℤ → ℂ) (r t : ℂ) : Prop :=
  (∀ j : ℤ, j ≤ 0 → u j = wave θ j + r * wave (-θ) j) ∧
    ∀ j : ℤ, (N : ℤ) ≤ j → u j = t * wave φ j
```

The existence of such a state is a hypothesis in parts (d) to (f). No value of $V$ in the leads is prescribed: the lattice equation fixes it wherever $u_j\ne0$.

## (a) Current across one site

Show that the current changes across a site only through the imaginary part of the potential:

$$J_j=J_{j-1}+\operatorname{Im}(V_j)\,|u_j|^2 .$$

**Solution.** Solve the lattice equation for $u_{j+1}=(V_j-E)u_j-u_{j-1}$ and multiply by $\bar u_j$:

$$\bar u_ju_{j+1}=(V_j-E)|u_j|^2-\bar u_ju_{j-1}.$$

Take imaginary parts. The real $E$ drops out, and $-\operatorname{Im}(\bar u_ju_{j-1})=\operatorname{Im}(\bar u_{j-1}u_j)=J_{j-1}$.

In the Lean proof, `e` is the solved equation. The rest expands into real and imaginary parts, and `ring` compares them.

```lean
/-- Local balance: the current changes across a site by the imaginary part of the potential
times the density there. -/
theorem current_balance {V : ℤ → ℂ} {E : ℝ} {u : ℤ → ℂ} (h : IsStationary V E u) (j : ℤ) :
    current u j = current u (j - 1) + (V j).im * ‖u j‖ ^ 2 := by
  -- solve the lattice equation for the next amplitude
  have e : u (j + 1) = (V j - E) * u j - u (j - 1) := by
    linear_combination (-1) * h j
  unfold current
  rw [e, sub_add_cancel j 1, Complex.sq_norm]
  simp only [Complex.mul_im, Complex.mul_re, Complex.sub_re, Complex.sub_im, Complex.conj_re,
    Complex.conj_im, Complex.ofReal_re, Complex.ofReal_im, Complex.normSq_apply]
  ring
```

## (b) Current across a block of sites

Sum the balance over the $n$ sites that follow site $m$:

$$J_{m+n}=J_m+\sum_{k=0}^{n-1}\operatorname{Im}(V_{m+k+1})\,|u_{m+k+1}|^2 .$$

**Solution.** For $n=0$ the sum is empty. Going from $n$ to $n+1$, part (a) at site $m+n+1$ gives

$$J_{m+n+1}=J_{m+n}+\operatorname{Im}(V_{m+n+1})|u_{m+n+1}|^2,$$

and the added term is the one with $k=n$. The Lean induction is the same, with `hb` as the balance at the new site.

```lean
/-- The currents at the two ends of a block of `n` sites differ by the sum of the local
source terms in the block. -/
theorem current_sum {V : ℤ → ℂ} {E : ℝ} {u : ℤ → ℂ} (h : IsStationary V E u) (m : ℤ) (n : ℕ) :
    current u (m + n) = current u m +
      ∑ k ∈ Finset.range n, (V (m + k + 1)).im * ‖u (m + k + 1)‖ ^ 2 := by
  induction n with
  | zero => simp
  | succ n ih =>
    have e : m + ((n + 1 : ℕ) : ℤ) = m + n + 1 := by push_cast; ring
    have hb := current_balance h (m + n + 1)
    rw [add_sub_cancel_right] at hb
    rw [e, Finset.sum_range_succ]
    linarith
```

## (c) Current of two opposite waves

Let $u=ae^{i\theta j}+be^{-i\theta j}$ at both ends of a bond, with complex $a$ and $b$. Show that the current has no interference term:

$$J_j=\sin\theta\,(|a|^2-|b|^2).$$

**Solution.** Multiplying out,

$$\bar u_ju_{j+1}=|a|^2e^{i\theta}+|b|^2e^{-i\theta}+a\bar b\,e^{i\theta(2j+1)}+\bar a b\,e^{-i\theta(2j+1)} .$$

The last two terms are complex conjugates, so their sum is real. The imaginary part of the first two is the claim.

The hypotheses `h0` and `h1` concern only the two sites of the bond. Lean works with sines and cosines in place of exponentials, which leaves one use of $\sin^2+\cos^2=1$ at the angle $\theta j$.

```lean
/-- Where two opposite plane waves with amplitudes `a` and `b` are superposed on both ends of
a bond, the current is `sin θ (|a|² - |b|²)`, without an interference term. -/
theorem lead_current {u : ℤ → ℂ} {θ : ℝ} {a b : ℂ} {j : ℤ}
    (h0 : u j = a * wave θ j + b * wave (-θ) j)
    (h1 : u (j + 1) = a * wave θ (j + 1) + b * wave (-θ) (j + 1)) :
    current u j = Real.sin θ * (‖a‖ ^ 2 - ‖b‖ ^ 2) := by
  have e1 : θ * ((j + 1 : ℤ) : ℝ) = θ * j + θ := by push_cast; ring
  have e2 : -θ * ((j + 1 : ℤ) : ℝ) = -(θ * j + θ) := by push_cast; ring
  have e3 : -θ * (j : ℝ) = -(θ * j) := by ring
  unfold current
  rw [h0, h1, Complex.sq_norm, Complex.sq_norm]
  unfold wave
  rw [e1, e2, e3]
  simp only [Complex.mul_im, Complex.mul_re, Complex.add_re, Complex.add_im, Complex.conj_re,
    Complex.conj_im, Complex.exp_ofReal_mul_I_re, Complex.exp_ofReal_mul_I_im,
    Complex.normSq_apply, Real.cos_neg, Real.sin_neg, Real.cos_add, Real.sin_add]
  linear_combination (Real.sin θ * (a.re * a.re + a.im * a.im - (b.re * b.re + b.im * b.im))) *
    Real.sin_sq_add_cos_sq (θ * j)
```

## (d) Flux balance with absorption

For a scattering state in a possibly complex potential, compare the currents in the two leads:

$$\sin\theta\,(1-|r|^2)-\sin\varphi\,|t|^2=-\sum_{k=0}^{N}\operatorname{Im}(V_k)\,|u_k|^2 .$$

**Solution.** Both ends of the bond $(-1,0)$ lie in the left lead. Part (c) with $a=1$, $b=r$ gives $J_{-1}=\sin\theta\,(1-|r|^2)$. Both ends of the bond $(N,N+1)$ lie in the right lead, and $a=t$, $b=0$ with wave number $\varphi$ gives $J_N=\sin\varphi\,|t|^2$. Part (b) with $m=-1$ and $n=N+1$ links them:

$$J_N=J_{-1}+\sum_{k=0}^{N}\operatorname{Im}(V_k)|u_k|^2 .$$

Rearranging gives the balance. A site with $\operatorname{Im}V_k<0$ and $u_k\ne0$ absorbs, and it contributes a positive amount to the right-hand side.

The two lead currents are `hL` and `hR`, and `hsum` is the link. The argument also holds for $N=0$, where the leads share site $0$.

```lean
/-- Flux balance for a complex potential: incoming minus reflected minus transmitted flux
equals the absorption summed over the sites `0, …, N`. -/
theorem flux_balance {V : ℤ → ℂ} {E θ φ : ℝ} {N : ℕ} {u : ℤ → ℂ} {r t : ℂ}
    (h : IsStationary V E u) (hs : IsScatteringState θ φ N u r t) :
    Real.sin θ * (1 - ‖r‖ ^ 2) - Real.sin φ * ‖t‖ ^ 2 =
      -∑ k ∈ Finset.range (N + 1), (V k).im * ‖u k‖ ^ 2 := by
  -- the current on the last bond of the left lead and the first bond of the right lead
  have hL : current u (-1) = Real.sin θ * (‖(1 : ℂ)‖ ^ 2 - ‖r‖ ^ 2) :=
    lead_current (by rw [hs.1 _ (by omega)]; ring) (by rw [hs.1 _ (by omega)]; ring)
  have hR : current u N = Real.sin φ * (‖t‖ ^ 2 - ‖(0 : ℂ)‖ ^ 2) :=
    lead_current (by rw [hs.2 _ (by omega)]; ring) (by rw [hs.2 _ (by omega)]; ring)
  have hsum := current_sum h (-1) (N + 1)
  have e1 : (-1 : ℤ) + ((N + 1 : ℕ) : ℤ) = N := by push_cast; ring
  have e2 : ∀ k : ℕ, (-1 : ℤ) + k + 1 = k := by intro k; ring
  rw [e1, hL, hR] at hsum
  simp only [e2, norm_one, norm_zero] at hsum
  linear_combination (-1) * hsum
```

## (e) Two different leads

Now let $V$ be real and $\sin\theta\neq0$. Show that

$$|r|^2+\frac{\sin\varphi}{\sin\theta}\,|t|^2=1 .$$

**Solution.** Every $\operatorname{Im}V_k$ vanishes, so (d) becomes $\sin\theta\,(1-|r|^2)=\sin\varphi\,|t|^2$. Divide by $\sin\theta$. The weight is the ratio of the group velocities $2\sin\varphi$ and $2\sin\theta$ in the two leads.

In Lean, reality is expressed by the type `V : ℤ → ℝ`, whose values are then read as complex numbers. Since $\varphi$ is real, a wave that decays into the right lead is excluded.

```lean
/-- For a real potential joining leads with wave numbers `θ` and `φ`, `sin θ ≠ 0`, the
transmitted intensity enters the sum rule with the weight `sin φ / sin θ`. -/
theorem step_sum_rule {V : ℤ → ℝ} {E θ φ : ℝ} {N : ℕ} {u : ℤ → ℂ} {r t : ℂ}
    (h : IsStationary (fun j => (V j : ℂ)) E u) (hs : IsScatteringState θ φ N u r t)
    (hθ : Real.sin θ ≠ 0) :
    ‖r‖ ^ 2 + Real.sin φ / Real.sin θ * ‖t‖ ^ 2 = 1 := by
  have hf := flux_balance h hs
  simp only [Complex.ofReal_im, zero_mul, Finset.sum_const_zero, neg_zero] at hf
  field_simp
  linarith
```

## (f) Equal leads

Show that for a real potential between leads with the same wave number, $\sin\theta\ne0$,

$$|r|^2+|t|^2=1 .$$

**Solution.** Put $\varphi=\theta$ in (e); the weight becomes $1$. The Lean proof does this with `div_self hθ`.

For non-interacting electrons in a single-channel wire, this relation is a check on computed transmission amplitudes. The theorem concerns a stationary state. Reading $|r|^2$ and $|t|^2$ as the probabilities for an incoming wave packet takes a further, time-dependent argument.

```lean
/-- For a scattering state, `|r|²` and `|t|²` add up to one if the potential is real and joins leads
with the same wave number `θ`, `sin θ ≠ 0`. -/
theorem reflection_add_transmission {V : ℤ → ℝ} {E θ : ℝ} {N : ℕ} {u : ℤ → ℂ} {r t : ℂ}
    (h : IsStationary (fun j => (V j : ℂ)) E u) (hs : IsScatteringState θ θ N u r t)
    (hθ : Real.sin θ ≠ 0) : ‖r‖ ^ 2 + ‖t‖ ^ 2 = 1 := by
  simpa only [div_self hθ, one_mul] using step_sum_rule h hs hθ
```

## (g) Plane waves on the free chain

To prepare an explicit example, show that

$$e^{i\theta(j+1)}+e^{i\theta(j-1)}=2\cos\theta\;e^{i\theta j}.$$

**Solution.** Factor out $e^{i\theta j}$ and use $e^{i\theta}+e^{-i\theta}=2\cos\theta$. With $V=0$ the lattice equation therefore holds at $E=-2\cos\theta$. Lean compares real and imaginary parts through the addition formulas.

```lean
/-- The values of a plane wave at the two neighbours of site `j` add up to `2 cos θ` times its value
at `j`. -/
theorem wave_recurrence (θ : ℝ) (j : ℤ) :
    wave θ (j + 1) + wave θ (j - 1) = (2 * Real.cos θ : ℝ) * wave θ j := by
  have e1 : θ * ((j + 1 : ℤ) : ℝ) = θ * j + θ := by push_cast; ring
  have e2 : θ * ((j - 1 : ℤ) : ℝ) = θ * j - θ := by push_cast; ring
  unfold wave
  rw [e1, e2]
  apply Complex.ext <;>
  simp only [Complex.add_re, Complex.add_im, Complex.re_ofReal_mul, Complex.im_ofReal_mul,
    Complex.exp_ofReal_mul_I_re, Complex.exp_ofReal_mul_I_im, Real.cos_add, Real.cos_sub,
    Real.sin_add, Real.sin_sub] <;> ring
```

## (h) A single impurity

Place a real potential $v$ at site $0$ and none elsewhere, with $\sin\theta\neq0$. Show that $u_j=e^{i\theta j}+re^{i\theta|j|}$ is a scattering state at energy $E=-2\cos\theta$ when

$$r=\frac{v}{2i\sin\theta-v},\qquad t=1+r .$$

**Solution.** For $j\le0$ we have $|j|=-j$, which gives the incident and reflected waves. For $j\ge0$ we get $u_j=(1+r)e^{i\theta j}$, so $N=0$ and $t=1+r$. Away from site $0$, a site and both its neighbours lie on the same side, and (g) gives the lattice equation. At site $0$,

$$u_1+u_{-1}=2\cos\theta+2re^{i\theta},\qquad u_0=1+r,$$

so the equation reads

$$-2\cos\theta-2re^{i\theta}+v(1+r)=-2\cos\theta\,(1+r).$$

This reduces to $v(1+r)=2ir\sin\theta$, or $r(2i\sin\theta-v)=v$. The denominator is nonzero because its imaginary part is $2\sin\theta$.

The amplitude and the state are defined first.

```lean
/-- Reflection amplitude `v / (2i sin θ - v)` of a single impurity of strength `v`, for
`sin θ ≠ 0`. -/
def impurityR (θ v : ℝ) : ℂ := v / ((2 * Real.sin θ : ℝ) * Complex.I - v)

/-- The incident wave plus the wave scattered symmetrically from an impurity at site `0`,
for `sin θ ≠ 0`. -/
def impurityState (θ v : ℝ) (j : ℤ) : ℂ := wave θ j + impurityR θ v * wave θ |j|
```

In the proof, `hd` is the nonzero denominator and `hr` the equation for $r$. The cases $j<0$, $j=0$ and $j>0$ follow the solution, and the last two bullets check the forms in the leads. The hypotheses of (f) are thus met for every real $v$.

```lean
/-- For `sin θ ≠ 0` the impurity state solves the lattice equation with potential `v` at site
`0` and energy `-2 cos θ`, and it is a scattering state with `t = 1 + r`. -/
theorem impurity_witness (θ v : ℝ) (hθ : Real.sin θ ≠ 0) :
    IsStationary (fun j => ((if j = 0 then v else 0 : ℝ) : ℂ)) (-(2 * Real.cos θ))
        (impurityState θ v) ∧
      IsScatteringState θ θ 0 (impurityState θ v) (impurityR θ v) (1 + impurityR θ v) := by
  have hd : ((2 * Real.sin θ : ℝ) : ℂ) * Complex.I - v ≠ 0 := by
    intro h
    have hi := congrArg Complex.im h
    simp only [Complex.sub_im, Complex.im_ofReal_mul, Complex.I_im, Complex.ofReal_im,
      Complex.zero_im] at hi
    exact hθ (by linarith)
  have hr : impurityR θ v * (((2 * Real.sin θ : ℝ) : ℂ) * Complex.I - v) = v :=
    div_mul_cancel₀ _ hd
  refine ⟨fun j => ?_, fun j hj => ?_, fun j hj => ?_⟩
  · rcases lt_trichotomy j 0 with hj | hj | hj
    · have a1 : |j + 1| = -j - 1 := by rw [abs_of_nonpos (by omega)]; ring
      have a2 : |j - 1| = -j + 1 := by rw [abs_of_nonpos (by omega)]; ring
      simp only [impurityState, a1, a2, abs_of_neg hj, if_neg hj.ne, Complex.ofReal_neg,
        Complex.ofReal_zero]
      linear_combination (-1) * wave_recurrence θ j - impurityR θ v * wave_recurrence θ (-j)
    · -- matching at the impurity fixes the reflection amplitude
      subst hj
      have w0 : wave θ 0 = 1 := by simp [wave]
      have wd : wave θ 1 - wave θ (-1) = ((2 * Real.sin θ : ℝ) : ℂ) * Complex.I := by
        have e1 : θ * ((1 : ℤ) : ℝ) = θ := by simp
        have e2 : θ * ((-1 : ℤ) : ℝ) = -θ := by simp
        unfold wave
        rw [e1, e2]
        apply Complex.ext <;>
        simp only [Complex.sub_re, Complex.sub_im, Complex.re_ofReal_mul,
          Complex.im_ofReal_mul, Complex.I_re, Complex.I_im, Complex.exp_ofReal_mul_I_re,
          Complex.exp_ofReal_mul_I_im, Real.cos_neg, Real.sin_neg] <;> ring
      have w := wave_recurrence θ 0
      simp only [zero_add, zero_sub, w0] at w
      simp only [impurityState, zero_add, zero_sub, abs_neg, abs_one, abs_zero, if_true, w0,
        Complex.ofReal_neg]
      linear_combination (-(1 + impurityR θ v)) * w - impurityR θ v * wd - hr
    · have a1 : |j + 1| = j + 1 := abs_of_nonneg (by omega)
      have a2 : |j - 1| = j - 1 := abs_of_nonneg (by omega)
      simp only [impurityState, a1, a2, abs_of_pos hj, if_neg hj.ne', Complex.ofReal_neg,
        Complex.ofReal_zero]
      linear_combination (-(1 + impurityR θ v)) * wave_recurrence θ j
  · have e : wave θ (-j) = wave (-θ) j := by
      have e1 : θ * ((-j : ℤ) : ℝ) = -θ * j := by push_cast; ring
      unfold wave
      rw [e1]
    rw [impurityState, abs_of_nonpos hj, e]
  · rw [impurityState, abs_of_nonneg (by omega)]
    ring
```

## (i) Without the conditions on $\theta$ and $V$

Show that the relation in (f) fails at the band edge $\theta=0$: on the free chain with $E=-2$, the constant solution $u_j=2$ allows $r=1$ and $t=2$, and

$$|r|^2+|t|^2=5\neq1 .$$

**Solution.** The lattice equation reads $-2-2=-2\cdot2$. At $\theta=0$ both plane waves equal $1$, so $u_j=1+r$ on the left and $u_j=t$ on the right, which hold for $r=1$ and $t=2$. No current flows, and the balance in (d) reduces to $0=0$, which says nothing about $r$ and $t$. The relation is therefore false if $\theta=0$ is admitted.

Reality of $V$ matters too, as a short calculation outside the Lean code shows. Take $\theta=\pi/2$ and an absorbing impurity $v=-2i$ in the solution of (h). Then $r=-\tfrac12$ and $t=\tfrac12$, so $|r|^2+|t|^2=\tfrac12$; the other half is absorbed.

The Lean theorem states the band-edge example, with its three claims joined: the lattice equation, the scattering form and the failed sum.

```lean
/-- At `θ = 0` the sum rule fails: on the free chain the constant solution `2` has `r = 1`
and `t = 2`. -/
theorem band_edge_counterexample :
    IsStationary (fun _ => ((0 : ℝ) : ℂ)) (-2) (fun _ => 2) ∧
      IsScatteringState 0 0 0 (fun _ => 2) 1 2 ∧ ‖(1 : ℂ)‖ ^ 2 + ‖(2 : ℂ)‖ ^ 2 ≠ 1 := by
  refine ⟨fun j => ?_, ⟨fun j _ => ?_, fun j _ => ?_⟩, ?_⟩
  · norm_num
  · norm_num [wave]
  · simp [wave]
  · norm_num

end

end LatticeScattering
```

```lean
#print axioms LatticeScattering.reflection_add_transmission
#print axioms LatticeScattering.band_edge_counterexample
```

```
'LatticeScattering.reflection_add_transmission' depends on axioms: [propext, Classical.choice, Quot.sound]
'LatticeScattering.band_edge_counterexample' depends on axioms: [propext, Classical.choice, Quot.sound]
```
